# The vector and dipole couplings of a single Majorana field to a photon vanish, and the axial coupling can remain

Take two anticommuting quantities, $\psi_0\psi_1=-\psi_1\psi_0$, whose squares vanish, and a $2\times2$ matrix $M$ of numbers. Then

$$\sum_{a,b}\psi_a M_{ab}\psi_b=(M_{01}-M_{10})\,\psi_0\psi_1 .$$

Only the antisymmetric part of $M$ contributes, and a symmetric $M$ gives zero. With a single component nothing is left at all.

A Majorana fermion is its own antiparticle, and the physical question is how it can couple to a photon. Its four spinor components behave like the two above. The matrices of the vector current and of the magnetic and electric dipole couplings turn out symmetric, and those of the axial current antisymmetric. This restricts those electromagnetic couplings of a single Majorana field that are local bilinears without derivatives of that field.

The result rests on four conditions and on the choice of vertex. The conditions are that the same field stands on both sides, that charge conjugation reverses the vector matrices, that the field components anticommute, and, as a sufficient condition for a nonzero axial part, that their products $\psi_a\psi_b$ with $a<b$ are linearly independent. The counter-examples that accompany the four conditions are pencil calculations with no theorem in the code behind them; the one for the choice of vertex follows from the theorem `surviving_bilinears`.

## The same field stands on both sides

A Majorana field satisfies $\psi=C\bar\psi^T$, where $C=i\gamma^2\gamma^0$ is the charge conjugation matrix. Since $C^2=-1$ and $C^T=-C$, this gives $\bar\psi=\psi^TC$, so that for a $4\times4$ matrix $G$

$$B(G)=\bar\psi G\psi=\sum_{a,b}(CG)_{ab}\,\psi_a\psi_b .$$

The code takes the right-hand side as its definition, `bilinear`. All indices run from 0 to 3, for spinor components as well as for $\mu$. The gamma matrices are those of the Dirac representation, with $(\gamma^0)^2=1$ and $(\gamma^k)^2=-1$ for $k=1,2,3$.

```lean
import Mathlib

open scoped Matrix
open Complex (I)

namespace MajoranaCurrents

noncomputable section

/-- The Dirac matrices `γ^0, γ^1, γ^2, γ^3` in the Dirac representation. -/
def gamma : Fin 4 → Matrix (Fin 4) (Fin 4) ℂ :=
  ![!![1, 0, 0, 0; 0, 1, 0, 0; 0, 0, -1, 0; 0, 0, 0, -1],
    !![0, 0, 0, 1; 0, 0, 1, 0; 0, -1, 0, 0; -1, 0, 0, 0],
    !![0, 0, 0, -I; 0, 0, I, 0; 0, I, 0, 0; -I, 0, 0, 0],
    !![0, 0, 1, 0; 0, 0, 0, -1; -1, 0, 0, 0; 0, 1, 0, 0]]

/-- The chirality matrix `γ5 = i γ^0 γ^1 γ^2 γ^3`. -/
def gamma5 : Matrix (Fin 4) (Fin 4) ℂ :=
  I • (gamma 0 * gamma 1 * gamma 2 * gamma 3)

/-- The spin tensor `σ^(μν) = (i/2) [γ^μ, γ^ν]`. -/
def sigma (μ ν : Fin 4) : Matrix (Fin 4) (Fin 4) ℂ :=
  (I / 2) • (gamma μ * gamma ν - gamma ν * gamma μ)

/-- The charge conjugation matrix `C = i γ^2 γ^0`. -/
def chargeConj : Matrix (Fin 4) (Fin 4) ℂ := I • (gamma 2 * gamma 0)

/-- The Majorana bilinear `B(G) = ∑ ψ_a (C G)_ab ψ_b`. -/
def bilinear {A : Type*} [Ring A] [Algebra ℂ A] (ψ : Fin 4 → A)
    (G : Matrix (Fin 4) (Fin 4) ℂ) : A :=
  ∑ a, ∑ b, (chargeConj * G) a b • (ψ a * ψ b)
```

The components `ψ` lie in any complex algebra `A`. A concrete choice is `grassmann`, the four generators of the exterior algebra on $\mathbb C^4$.

```lean
/-- The Grassmann field: its components are the four generators of the exterior algebra
on `ℂ^4`. -/
def grassmann (a : Fin 4) : ExteriorAlgebra ℂ (Fin 4 → ℂ) :=
  ExteriorAlgebra.ι ℂ (Pi.single a 1)
```

The vertex has arbitrary complex coefficients, which absorb the photon field and the coupling constants: $v_\mu$ for the vector current, $a_\mu$ for the axial one, and $m_{\mu\nu}$, $d_{\mu\nu}$ for the dipoles. "Anapole" here names the axial matrix $\gamma^\mu\gamma_5$. In the physical anapole coupling $a_\mu$ is proportional to $\partial^\nu F_{\mu\nu}$, with $F_{\mu\nu}$ the field strength, a form that the code does not impose.

```lean
/-- A photon vertex with vector (`v`), axial or anapole (`a`), magnetic (`m`) and electric
dipole (`d`) coefficients. -/
def photonVertex (v a : Fin 4 → ℂ) (m d : Fin 4 → Fin 4 → ℂ) :
    Matrix (Fin 4) (Fin 4) ℂ :=
  ∑ μ, (v μ • gamma μ + a μ • (gamma μ * gamma5)) +
    ∑ μ, ∑ ν, (m μ ν • sigma μ ν + d μ ν • (sigma μ ν * gamma5))
```

If the fields on the two sides are different, the restriction disappears. For two Majorana fields $\chi$ and $\psi$ with eight independent anticommuting components, $\sum\chi_a(CG)_{ab}\psi_b$ vanishes only if $G=0$, so transition dipole moments are possible.

## Charge conjugation reverses the vector matrices

The matrix $C$ exchanges particle and antiparticle, and a charge changes sign under that exchange. In matrix form this is $C\gamma^\mu=-(\gamma^\mu)^TC$. To verify it, note that $\gamma^0,\gamma^2$ are symmetric and anticommute with $C$, while $\gamma^1,\gamma^3$ are antisymmetric and commute with $C$. Lean computes the entries of $C$ and $\gamma_5$ and then checks the rule entry by entry.

```lean
/-- The entries of `C` and of `γ5` in the Dirac representation. -/
theorem explicit_matrices :
    chargeConj = !![0, 0, 0, -1; 0, 0, 1, 0; 0, -1, 0, 0; 1, 0, 0, 0] ∧
    gamma5 = !![0, 0, 1, 0; 0, 0, 0, 1; 1, 0, 0, 0; 0, 1, 0, 0] := by
  constructor <;> ext i j <;> fin_cases i <;> fin_cases j <;>
    simp [chargeConj, gamma5, gamma]

/-- Charge conjugation reverses the vector matrices: `C γ^μ = -(γ^μ)ᵀ C`. -/
theorem chargeConj_gamma (μ : Fin 4) :
    chargeConj * gamma μ = -((gamma μ)ᵀ * chargeConj) := by
  rw [explicit_matrices.1]
  fin_cases μ <;> ext i j <;> fin_cases i <;> fin_cases j <;>
    simp [gamma, Matrix.mul_apply, Fin.sum_univ_four]
```

The other rules follow. For two gamma matrices,

$$C\gamma^\alpha\gamma^\beta=-(\gamma^\alpha)^TC\gamma^\beta=(\gamma^\alpha)^T(\gamma^\beta)^TC=(\gamma^\beta\gamma^\alpha)^TC,$$

and the commutator in $\sigma^{\mu\nu}$ therefore gives $C\sigma^{\mu\nu}=-(\sigma^{\mu\nu})^TC$. Next, $\gamma_5$ is symmetric and commutes with $C$, so $C\gamma_5=\gamma_5^TC$. It anticommutes with each $\gamma^\mu$ and hence commutes with $\sigma^{\mu\nu}$, so

$$C\sigma^{\mu\nu}\gamma_5=-(\sigma^{\mu\nu})^T\gamma_5^TC=-(\gamma_5\sigma^{\mu\nu})^TC=-(\sigma^{\mu\nu}\gamma_5)^TC .$$

Whenever $CG=-G^TC$, the relation $C^T=-C$ yields $(CG)^T=-G^TC=CG$, a symmetric matrix. For the axial current the sign is opposite: $C\gamma^\mu\gamma_5=(\gamma^\mu\gamma_5)^TC$, so $C\gamma^\mu\gamma_5$ is antisymmetric.

If $C$ is replaced by the identity, the vector bilinears need not vanish: $\sum\psi_a(\gamma^1)_{ab}\psi_b=2(\psi_0\psi_3+\psi_1\psi_2)$, which is nonzero for the Grassmann generators.

## The components anticommute

The hypothesis `hψ` says $\psi_a\psi_b=-\psi_b\psi_a$ for all $a,b$, including $a=b$. It stands for Fermi statistics. The step left to the physicist is to identify these algebra elements with the quantised field at a point. Field operators have nonzero canonical anticommutators, and the sign rule holds for them inside a normal-ordered product.

Write $M=CG$ and suppose $M^T=M$. Renaming the indices and then exchanging the fields gives

$$B(G)=\sum_{a,b}M_{ba}\psi_b\psi_a=-\sum_{a,b}M_{ab}\psi_a\psi_b=-B(G),$$

so $2B(G)=0$ and $B(G)=0$. In the proof, `Finset.sum_comm` renames the indices, `hs` is the symmetry of $M$, and `hψ b a` exchanges the fields.

```lean
/-- For anticommuting field components, the bilinear of `G` vanishes whenever `C G` is a
symmetric matrix. -/
theorem bilinear_eq_zero_of_symm {A : Type*} [Ring A] [Algebra ℂ A] {ψ : Fin 4 → A}
    (hψ : ∀ a b, ψ a * ψ b = -(ψ b * ψ a)) {G : Matrix (Fin 4) (Fin 4) ℂ}
    (h : (chargeConj * G)ᵀ = chargeConj * G) : bilinear ψ G = 0 := by
  -- exchanging the two fields gives the bilinear back with a minus sign
  have h1 : bilinear ψ G = -bilinear ψ G := by
    unfold bilinear
    conv_lhs => rw [Finset.sum_comm]
    simp only [← Finset.sum_neg_distrib]
    refine Finset.sum_congr rfl fun a _ => Finset.sum_congr rfl fun b _ => ?_
    have hs : (chargeConj * G) b a = (chargeConj * G) a b := congrFun (congrFun h a) b
    rw [hs, hψ b a, smul_neg]
  have h2 : bilinear ψ G + bilinear ψ G = 0 := eq_neg_iff_add_eq_zero.mp h1
  calc bilinear ψ G = (1 / 2 : ℂ) • (bilinear ψ G + bilinear ψ G) := by module
    _ = 0 := by rw [h2, smul_zero]
```

The next theorem applies this to $\gamma^\mu$, $\sigma^{\mu\nu}$ and $\sigma^{\mu\nu}\gamma_5$. Its step `key` turns $CG=-G^TC$ into a vanishing bilinear; `h2`, `hσ`, `hC5` and `hσ5` are the transposition and commutation rules above.

```lean
/-- For anticommuting field components the vector current and the magnetic and electric
dipole bilinears all vanish. -/
theorem forbidden_bilinears {A : Type*} [Ring A] [Algebra ℂ A] {ψ : Fin 4 → A}
    (hψ : ∀ a b, ψ a * ψ b = -(ψ b * ψ a)) (μ ν : Fin 4) :
    bilinear ψ (gamma μ) = 0 ∧ bilinear ψ (sigma μ ν) = 0 ∧
      bilinear ψ (sigma μ ν * gamma5) = 0 := by
  have hCt : chargeConjᵀ = -chargeConj := by
    rw [explicit_matrices.1]
    ext i j
    fin_cases i <;> fin_cases j <;> simp
  -- a matrix reversed by charge conjugation has a vanishing bilinear
  have key : ∀ G, chargeConj * G = -(Gᵀ * chargeConj) → bilinear ψ G = 0 := by
    intro G h
    apply bilinear_eq_zero_of_symm hψ
    rw [Matrix.transpose_mul, hCt, mul_neg, h]
  have h2 : ∀ α β, chargeConj * (gamma α * gamma β) =
      (gamma β * gamma α)ᵀ * chargeConj := by
    intro α β
    rw [← mul_assoc, chargeConj_gamma α, neg_mul, mul_assoc, chargeConj_gamma β,
      mul_neg, neg_neg, Matrix.transpose_mul, mul_assoc]
  have hσ : chargeConj * sigma μ ν = -((sigma μ ν)ᵀ * chargeConj) := by
    simp only [sigma, Matrix.mul_smul, mul_sub, h2, Matrix.transpose_smul,
      Matrix.transpose_sub, Matrix.smul_mul, sub_mul]
    module
  have hC5 : chargeConj * gamma5 = gamma5ᵀ * chargeConj := by
    rw [explicit_matrices.1, explicit_matrices.2]
    ext i j
    fin_cases i <;> fin_cases j <;> simp [Matrix.mul_apply, Fin.sum_univ_four]
  have h5 : ∀ α, gamma5 * gamma α = -(gamma α * gamma5) := by
    intro α
    rw [explicit_matrices.2]
    fin_cases α <;> ext i j <;> fin_cases i <;> fin_cases j <;>
      simp [gamma, Matrix.mul_apply, Fin.sum_univ_four]
  have h55 : ∀ α β, gamma5 * (gamma α * gamma β) = gamma α * gamma β * gamma5 := by
    intro α β
    rw [← mul_assoc, h5 α, neg_mul, mul_assoc, h5 β, mul_neg, neg_neg, mul_assoc]
  have hσ5 : gamma5 * sigma μ ν = sigma μ ν * gamma5 := by
    simp only [sigma, Matrix.mul_smul, Matrix.smul_mul, mul_sub, sub_mul, h55]
  refine ⟨key _ (chargeConj_gamma μ), key _ hσ, key _ ?_⟩
  rw [← mul_assoc, hσ, neg_mul, mul_assoc, hC5, ← mul_assoc, ← Matrix.transpose_mul, hσ5]
```

For commuting components the result fails. Take the complex numbers $\psi=(1,0,0,1)$. Then

$$B(\gamma^0)=\psi_0\psi_3+\psi_3\psi_0-\psi_1\psi_2-\psi_2\psi_1=2 .$$

The condition violated here is $\{\psi_0,\psi_3\}=\{\psi_1,\psi_2\}$, with $\{x,y\}=xy+yx$, and this is all that $B(\gamma^0)=0$ requires.

## The generators are independent

Anticommutation can only make bilinears vanish. The choice $\psi=0$ satisfies it and removes the axial current too. A nonzero result needs products that do not all vanish or cancel in the sum, and linearly independent products ensure this. The exterior algebra supplies them. There

$$B(G)=\sum_{a<b}(M_{ab}-M_{ba})\,\psi_a\psi_b$$

with linearly independent products $\psi_a\psi_b$ for $a<b$, so $B(G)=0$ exactly when $M$ is symmetric.

```lean
/-- The components of the Grassmann field anticommute. -/
theorem grassmann_anticomm (a b : Fin 4) :
    grassmann a * grassmann b = -(grassmann b * grassmann a) :=
  eq_neg_of_add_eq_zero_left (ExteriorAlgebra.ι_add_mul_swap _ _)
```

Lean obtains the coefficients without a basis of the exterior algebra. For fixed $a,b$ it sends a vector $v$ to a matrix $f(v)$ with $f(v)^2=0$. Such a map extends to the whole exterior algebra by `ExteriorAlgebra.lift`. The entry $(3,0)$ of $f(x)f(y)$ is $x_ay_b-x_by_a$, so the same entry of the image of $B(G)$ is $M_{ab}-M_{ba}$.

```lean
/-- For the Grassmann field, the bilinear of `G` vanishes exactly when `C G` is symmetric. -/
theorem grassmann_bilinear_eq_zero_iff (G : Matrix (Fin 4) (Fin 4) ℂ) :
    bilinear grassmann G = 0 ↔ (chargeConj * G)ᵀ = chargeConj * G := by
  refine ⟨fun h => ?_, bilinear_eq_zero_of_symm grassmann_anticomm⟩
  ext a b
  -- represent generators a and b by anticommuting nilpotent matrices, the others by zero
  obtain ⟨f, hf⟩ : ∃ f : (Fin 4 → ℂ) →ₗ[ℂ] Matrix (Fin 4) (Fin 4) ℂ, ∀ v,
      f v = !![0, 0, 0, 0; v a, 0, 0, 0; v b, 0, 0, 0; 0, -v b, v a, 0] :=
    ⟨{ toFun := fun v => !![0, 0, 0, 0; v a, 0, 0, 0; v b, 0, 0, 0; 0, -v b, v a, 0]
       map_add' := by
        intro x y
        ext i j
        fin_cases i <;> fin_cases j <;> simp
        ring
       map_smul' := by
        intro c x
        ext i j
        fin_cases i <;> fin_cases j <;> simp }, fun _ => rfl⟩
  have hsq : ∀ v, f v * f v = 0 := by
    intro v
    rw [hf]
    ext i j
    fin_cases i <;> fin_cases j <;> simp [Matrix.mul_apply, Fin.sum_univ_four]
    ring
  have hmul : ∀ x y, (f x * f y) 3 0 = x a * y b - x b * y a := by
    intro x y
    rw [hf, hf]
    simp [Matrix.mul_apply, Fin.sum_univ_four]
    ring
  have e : ∀ (M : Matrix (Fin 4) (Fin 4) ℂ) (a b : Fin 4),
      ∑ i, ∑ j, M i j * ((Pi.single i 1 : Fin 4 → ℂ) a * (Pi.single j 1 : Fin 4 → ℂ) b -
        (Pi.single i 1 : Fin 4 → ℂ) b * (Pi.single j 1 : Fin 4 → ℂ) a) =
      M a b - M b a := by
    intro M a b
    fin_cases a <;> fin_cases b <;> simp [Fin.sum_univ_four, Pi.single_apply] <;> ring
  -- one matrix entry reads off the antisymmetric part of C G
  have h1 := congrArg (fun z => (ExteriorAlgebra.lift ℂ ⟨f, hsq⟩ z) 3 0) h
  simp only [bilinear, grassmann, map_sum, map_smul, map_mul, ExteriorAlgebra.lift_ι_apply,
    map_zero, Matrix.sum_apply, Matrix.smul_apply, hmul, smul_eq_mul,
    Matrix.zero_apply] at h1
  rw [e (chargeConj * G) a b] at h1
  exact (sub_eq_zero.mp h1).symm
```

Now let $G=s\,1+p\,\gamma_5+\sum_\mu c_\mu\gamma^\mu\gamma_5$ with complex $s,p,c_\mu$. The matrix $M$ is antisymmetric, with

$$\begin{aligned}M_{01}&=c_0-p,& M_{02}&=c_1+ic_2,& M_{03}&=-c_3-s,\\ M_{12}&=s-c_3,& M_{13}&=ic_2-c_1,& M_{23}&=-c_0-p.\end{aligned}$$

If $B(G)=0$, then $M$ is also symmetric and all six entries vanish. $M_{01}$ and $M_{23}$ give $c_0=p=0$, $M_{02}$ and $M_{13}$ give $c_1=c_2=0$, and $M_{03}$ and $M_{12}$ give $c_3=s=0$. The `linear_combination` lines solve these same pairs.

```lean
/-- For the Grassmann field the scalar, the pseudoscalar and the four axial bilinears are
linearly independent. -/
theorem surviving_bilinears (s p : ℂ) (c : Fin 4 → ℂ) :
    bilinear grassmann (s • 1 + p • gamma5 + ∑ μ, c μ • (gamma μ * gamma5)) = 0 ↔
      s = 0 ∧ p = 0 ∧ c = 0 := by
  refine ⟨fun h => ?_, ?_⟩
  · have hM : chargeConj * (s • 1 + p • gamma5 + ∑ μ, c μ • (gamma μ * gamma5)) =
        !![0, c 0 - p, c 1 + I * c 2, -c 3 - s;
           p - c 0, 0, s - c 3, I * c 2 - c 1;
           -(c 1 + I * c 2), c 3 - s, 0, -c 0 - p;
           c 3 + s, c 1 - I * c 2, c 0 + p, 0] := by
      rw [explicit_matrices.1, explicit_matrices.2]
      ext i j
      fin_cases i <;> fin_cases j <;>
        simp [gamma, Matrix.mul_apply, Fin.sum_univ_four, Matrix.one_apply] <;> ring
    rw [grassmann_bilinear_eq_zero_iff, hM] at h
    -- compare the six pairs of off-diagonal entries
    have h01 : p - c 0 = c 0 - p := congrFun (congrFun h 0) 1
    have h02 : -(c 1 + I * c 2) = c 1 + I * c 2 := congrFun (congrFun h 0) 2
    have h03 : c 3 + s = -c 3 - s := congrFun (congrFun h 0) 3
    have h12 : c 3 - s = s - c 3 := congrFun (congrFun h 1) 2
    have h13 : c 1 - I * c 2 = I * c 2 - c 1 := congrFun (congrFun h 1) 3
    have h23 : c 0 + p = -c 0 - p := congrFun (congrFun h 2) 3
    refine ⟨by linear_combination (h03 - h12) / 4, by linear_combination (h01 + h23) / 4, ?_⟩
    have c0 : c 0 = 0 := by linear_combination (h23 - h01) / 4
    have c1 : c 1 = 0 := by linear_combination (h13 - h02) / 4
    have c2 : c 2 = 0 := by
      linear_combination (I / 4) * (h02 + h13) + c 2 * Complex.I_sq
    have c3 : c 3 = 0 := by linear_combination (h03 + h12) / 4
    funext μ
    fin_cases μ
    exacts [c0, c1, c2, c3]
  · rintro ⟨rfl, rfl, rfl⟩
    simp [bilinear]
```

Setting one $c_\mu$ to 1 and all other coefficients to 0 shows that each axial component is nonzero. For example, $B(\gamma^0\gamma_5)=2(\psi_0\psi_1-\psi_2\psi_3)$.

```lean
/-- Each component of the axial current of the Grassmann field is nonzero. -/
theorem anapole_ne_zero (μ : Fin 4) : bilinear grassmann (gamma μ * gamma5) ≠ 0 := by
  intro h
  have h1 := (surviving_bilinears 0 0 (Pi.single μ 1)).1
    (by simpa [Pi.single_apply] using h)
  have h2 := congrFun h1.2.2 μ
  simp at h2
```

## The vertex holds only vector, axial and dipole terms

Since $B$ is linear in $G$, the vector and dipole terms of the vertex drop out one by one:

$$B(\Gamma)=\sum_\mu a_\mu B(\gamma^\mu\gamma_5),$$

where $\Gamma$ is `photonVertex v a m d`. This holds for any anticommuting components. The proof packages $B$ as a linear map `L` and inserts the vanishing bilinears.

```lean
/-- For anticommuting field components, every photon vertex reduces to its axial part. -/
theorem only_anapole_survives {A : Type*} [Ring A] [Algebra ℂ A] {ψ : Fin 4 → A}
    (hψ : ∀ a b, ψ a * ψ b = -(ψ b * ψ a)) (v a : Fin 4 → ℂ) (m d : Fin 4 → Fin 4 → ℂ) :
    bilinear ψ (photonVertex v a m d) = ∑ μ, a μ • bilinear ψ (gamma μ * gamma5) := by
  -- the bilinear is linear in the vertex
  obtain ⟨L, hL⟩ : ∃ L : Matrix (Fin 4) (Fin 4) ℂ →ₗ[ℂ] A, ∀ G, L G = bilinear ψ G :=
    ⟨{ toFun := bilinear ψ
       map_add' := by
        intro x y
        simp only [bilinear, mul_add, Matrix.add_apply, add_smul, Finset.sum_add_distrib]
       map_smul' := by
        intro c x
        simp only [bilinear, Matrix.mul_smul, Matrix.smul_apply, smul_eq_mul, mul_smul,
          Finset.smul_sum, RingHom.id_apply] }, fun _ => rfl⟩
  have hv : ∀ μ, L (gamma μ) = 0 := fun μ => (hL _).trans (forbidden_bilinears hψ μ μ).1
  have hm : ∀ μ ν, L (sigma μ ν) = 0 :=
    fun μ ν => (hL _).trans (forbidden_bilinears hψ μ ν).2.1
  have hd : ∀ μ ν, L (sigma μ ν * gamma5) = 0 :=
    fun μ ν => (hL _).trans (forbidden_bilinears hψ μ ν).2.2
  simp only [← hL, photonVertex, map_add, map_sum, map_smul, hv, hm, hd, smul_zero,
    zero_add, add_zero, Finset.sum_const_zero]
```

For the Grassmann field, independence of the axial bilinears then shows that the vertex vanishes exactly when all four $a_\mu$ do, whatever the values of $v$, $m$ and $d$.

```lean
/-- The photon vertex of the Grassmann field vanishes exactly when all four axial
coefficients are zero. -/
theorem photonVertex_eq_zero_iff (v a : Fin 4 → ℂ) (m d : Fin 4 → Fin 4 → ℂ) :
    bilinear grassmann (photonVertex v a m d) = 0 ↔ a = 0 := by
  have h := surviving_bilinears 0 0 a
  have e : (0 : ℂ) • (1 : Matrix (Fin 4) (Fin 4) ℂ) + (0 : ℂ) • gamma5 +
      ∑ μ, a μ • (gamma μ * gamma5) = photonVertex 0 a 0 0 := by
    simp [photonVertex]
  rw [e, only_anapole_survives grassmann_anticomm] at h
  rw [only_anapole_survives grassmann_anticomm, h]
  simp

end

end MajoranaCurrents
```

The restriction to these terms matters. If $s\,1$ or $p\,\gamma_5$ were added to the vertex, its bilinear would survive as well, by `surviving_bilinears`. The axial current is thus the only survivor among the electromagnetic couplings listed in `photonVertex`, and not among all bilinears of the field.

```lean
#print axioms MajoranaCurrents.anapole_ne_zero
#print axioms MajoranaCurrents.photonVertex_eq_zero_iff
```

```
'MajoranaCurrents.anapole_ne_zero' depends on axioms: [propext, Classical.choice, Quot.sound]
'MajoranaCurrents.photonVertex_eq_zero_iff' depends on axioms: [propext, Classical.choice, Quot.sound]
```
